# A continuously tracked pole of the radial logarithmic derivative falls in energy as the radius grows

Consider the radial Schrödinger equation with a local potential that does not depend on energy. A pole of the logarithmic derivative $u'/u$ is represented here by a continuous curve of energies $e(R)$ at which the regular radial solution $u$ has a node at radius $R>0$. If that solution is not identically zero on $[0,R]$, the curve is differentiable at $R$ and its slope there is negative.

```lean
import Mathlib

open Filter Topology

namespace PseudopotentialPoles

noncomputable section

/-- Regular radial solutions `u E r` with slope `p E r`, in atomic units: both are jointly
continuous, `u` vanishes at the origin, and `u'' = 2 (V - E) u` holds for `r > 0`. -/
structure RadialFamily (V : ℝ → ℝ) (u p : ℝ → ℝ → ℝ) : Prop where
  cont_u : Continuous (fun x : ℝ × ℝ => u x.1 x.2)
  cont_p : Continuous (fun x : ℝ × ℝ => p x.1 x.2)
  zero : ∀ E, u E 0 = 0
  deriv_u : ∀ E r, 0 < r → HasDerivAt (u E) (p E r) r
  deriv_p : ∀ E r, 0 < r → HasDerivAt (p E) (2 * (V r - E) * u E r) r

/-- The overlap of the solutions at energies `E` and `ε` inside the radius `R`. -/
def overlap (u : ℝ → ℝ → ℝ) (E ε R : ℝ) : ℝ := ∫ r in (0 : ℝ)..R, u E r * u ε r

/-- The integral of `u²` from the origin to the radius `R`. -/
def coreCharge (u : ℝ → ℝ → ℝ) (E R : ℝ) : ℝ := ∫ r in (0 : ℝ)..R, u E r ^ 2

/-- The logarithmic derivative `u'/u` at radius `R`, meaningful where `u E R ≠ 0`. -/
def radialLogDeriv (u p : ℝ → ℝ → ℝ) (E R : ℝ) : ℝ := p E R / u E R

variable {V : ℝ → ℝ} {u p : ℝ → ℝ → ℝ}

/-- The Wronskian of two regular solutions at radius `R ≥ 0` is twice their energy difference
times their overlap inside `R`. -/
theorem wronskian_eq (h : RadialFamily V u p) (E ε : ℝ) {R : ℝ} (hR : 0 ≤ R) :
    p E R * u ε R - u E R * p ε R = 2 * (ε - E) * overlap u E ε R := by
  have cu : ∀ E, Continuous (u E) := fun E =>
    h.cont_u.comp (by fun_prop : Continuous fun r : ℝ => (E, r))
  have cp : ∀ E, Continuous (p E) := fun E =>
    h.cont_p.comp (by fun_prop : Continuous fun r : ℝ => (E, r))
  -- the potential cancels in the derivative of the Wronskian
  have hd : ∀ r ∈ Set.Ioo 0 R, HasDerivAt (fun r => p E r * u ε r - u E r * p ε r)
      (2 * (ε - E) * (u E r * u ε r)) r := fun r hr =>
    (((h.deriv_p E r hr.1).fun_mul (h.deriv_u ε r hr.1)).fun_sub
      ((h.deriv_u E r hr.1).fun_mul (h.deriv_p ε r hr.1))).congr_deriv (by ring)
  have key : ∫ r in (0 : ℝ)..R, 2 * (ε - E) * (u E r * u ε r) =
      (p E R * u ε R - u E R * p ε R) - (p E 0 * u ε 0 - u E 0 * p ε 0) :=
    intervalIntegral.integral_eq_sub_of_hasDerivAt_of_le hR
      (((cp E).mul (cu ε)).sub ((cu E).mul (cp ε))).continuousOn hd
      ((continuous_const.mul ((cu E).mul (cu ε))).intervalIntegrable 0 R)
  rw [intervalIntegral.integral_const_mul, h.zero, h.zero] at key
  unfold overlap
  linear_combination -key

/-- As the two energies merge, the overlap tends to the core charge. -/
theorem overlap_tendsto (h : RadialFamily V u p) (E R : ℝ) :
    Tendsto (fun ε => overlap u E ε R) (𝓝 E) (𝓝 (coreCharge u E R)) := by
  have hc : Continuous (Function.uncurry fun ε r : ℝ => u E r * u ε r) :=
    (h.cont_u.comp (by fun_prop : Continuous fun x : ℝ × ℝ => (E, x.2))).mul h.cont_u
  have hI : Continuous (fun ε => overlap u E ε R) :=
    intervalIntegral.continuous_parametric_intervalIntegral_of_continuous' hc 0 R
  have he : overlap u E E R = coreCharge u E R := by
    simp only [overlap, coreCharge, sq]
  rw [← he]
  exact hI.tendsto E

/-- For `R > 0`, a solution that is not identically zero on `[0, R]` has positive core charge. -/
theorem coreCharge_pos (h : RadialFamily V u p) {E R : ℝ} (hR : 0 < R)
    (hne : ∃ r ∈ Set.Icc 0 R, u E r ≠ 0) : 0 < coreCharge u E R := by
  have cu : Continuous (u E) :=
    h.cont_u.comp (by fun_prop : Continuous fun r : ℝ => (E, r))
  obtain ⟨r, hr, hur⟩ := hne
  exact intervalIntegral.integral_pos hR (cu.pow 2).continuousOn
    (fun x _ => sq_nonneg (u E x)) ⟨r, hr, by positivity⟩

/-- A solution that is not identically zero on `[0, R]` crosses a node at `R > 0` with
nonzero slope. -/
theorem slope_ne_zero (h : RadialFamily V u p) {E R : ℝ} (hR : 0 < R)
    (hz : u E R = 0) (hne : ∃ r ∈ Set.Icc 0 R, u E r ≠ 0) : p E R ≠ 0 := by
  intro hp
  have hI := (overlap_tendsto h E R).mono_left (nhdsWithin_le_nhds (s := {E}ᶜ))
  obtain ⟨ε, hi, hε⟩ :=
    ((hI.eventually_ne (coreCharge_pos h hR hne).ne').and self_mem_nhdsWithin).exists
  have hW := wronskian_eq h E ε hR.le
  exact mul_ne_zero (mul_ne_zero two_ne_zero (sub_ne_zero.mpr hε)) hi
    (by linear_combination -hW + u ε R * hp - p ε R * hz)

/-- If a solution not identically zero on `[0, R]` has a node at `R > 0`, the logarithmic
derivative at `R` has a simple pole in energy, with residue `u'(R)² / (2 ∫₀ᴿ u²)`. -/
theorem logDeriv_residue (h : RadialFamily V u p) {E R : ℝ} (hR : 0 < R)
    (hz : u E R = 0) (hne : ∃ r ∈ Set.Icc 0 R, u E r ≠ 0) :
    Tendsto (fun ε => (ε - E) * radialLogDeriv u p ε R) (𝓝[≠] E)
      (𝓝 (p E R ^ 2 / (2 * coreCharge u E R))) ∧
    0 < p E R ^ 2 / (2 * coreCharge u E R) := by
  have hN := coreCharge_pos h hR hne
  have hp0 := slope_ne_zero h hR hz hne
  refine ⟨?_, by positivity⟩
  have hI := (overlap_tendsto h E R).mono_left (nhdsWithin_le_nhds (s := {E}ᶜ))
  have cp : Continuous (fun ε => p ε R) :=
    h.cont_p.comp (by fun_prop : Continuous fun ε : ℝ => (ε, R))
  have hp := (cp.tendsto E).mono_left (nhdsWithin_le_nhds (s := {E}ᶜ))
  have hlim : Tendsto (fun ε => p E R * p ε R / (2 * overlap u E ε R)) (𝓝[≠] E)
      (𝓝 (p E R * p E R / (2 * coreCharge u E R))) :=
    (hp.const_mul (p E R)).div (hI.const_mul 2) (by positivity)
  rw [sq]
  refine hlim.congr' ?_
  filter_upwards [hI.eventually_ne hN.ne', self_mem_nhdsWithin] with ε hi hε
  have hW := wronskian_eq h E ε hR.le
  have hu : u ε R ≠ 0 := fun h0 =>
    mul_ne_zero (mul_ne_zero two_ne_zero (sub_ne_zero.mpr hε)) hi
      (by linear_combination -hW + p E R * h0 - p ε R * hz)
  unfold radialLogDeriv
  rw [← mul_div_assoc, div_eq_div_iff (mul_ne_zero two_ne_zero hi) hu]
  linear_combination p ε R * hW + p ε R ^ 2 * hz

/-- From a positive radius `R` to a positive radius `s`, `u` changes by `s - R` times the mean
slope. -/
theorem radial_increment (h : RadialFamily V u p) (ε : ℝ) {R s : ℝ} (hR : 0 < R) (hs : 0 < s) :
    u ε s - u ε R = (s - R) * ∫ t in (0 : ℝ)..1, p ε (R + t * (s - R)) := by
  have hd : ∀ t ∈ Set.uIcc (0 : ℝ) 1, HasDerivAt (fun t => u ε (R + t * (s - R)))
      ((s - R) * p ε (R + t * (s - R))) t := by
    intro t ht
    rw [Set.uIcc_of_le zero_le_one] at ht
    have hpos : 0 < R + t * (s - R) := by
      rcases eq_or_lt_of_le ht.1 with h0 | h0
      · rw [← h0]; linarith
      · nlinarith [mul_pos h0 hs, mul_nonneg (sub_nonneg.mpr ht.2) hR.le]
    have hl : HasDerivAt (fun t : ℝ => R + t * (s - R)) (s - R) t :=
      (((hasDerivAt_id' t).mul_const (s - R)).const_add R).congr_deriv (by ring)
    exact ((h.deriv_u ε _ hpos).comp t hl).congr_deriv (by ring)
  have hc : Continuous fun t : ℝ => p ε (R + t * (s - R)) :=
    h.cont_p.comp (by fun_prop : Continuous fun t : ℝ => (ε, R + t * (s - R)))
  have key : ∫ t in (0 : ℝ)..1, (s - R) * p ε (R + t * (s - R)) =
      u ε (R + 1 * (s - R)) - u ε (R + 0 * (s - R)) :=
    intervalIntegral.integral_eq_sub_of_hasDerivAt hd
      ((continuous_const.mul hc).intervalIntegrable 0 1)
  have e1 : R + 1 * (s - R) = s := by ring
  have e0 : R + 0 * (s - R) = R := by ring
  rw [intervalIntegral.integral_const_mul, e1, e0] at key
  exact key.symm

/-- Let `e` be continuous at `R > 0` with `u (e s) s = 0` for all `s` near `R`, and let `u (e R)`
not vanish identically on `[0, R]`. Then `e'(R) = -u'(R)² / (2 ∫₀ᴿ u²)`, which is negative. -/
theorem pole_energy_hasDerivAt (h : RadialFamily V u p) {e : ℝ → ℝ} {R : ℝ} (hR : 0 < R)
    (he : ContinuousAt e R) (hz : ∀ᶠ s in 𝓝 R, u (e s) s = 0)
    (hne : ∃ r ∈ Set.Icc 0 R, u (e R) r ≠ 0) :
    HasDerivAt e (-(p (e R) R ^ 2 / (2 * coreCharge u (e R) R))) R ∧
    -(p (e R) R ^ 2 / (2 * coreCharge u (e R) R)) < 0 := by
  have h0 : u (e R) R = 0 := hz.self_of_nhds
  have hN := coreCharge_pos h hR hne
  refine ⟨?_, neg_lt_zero.mpr (logDeriv_residue h hR h0 hne).2⟩
  have hI : Tendsto (fun s => overlap u (e R) (e s) R) (𝓝[≠] R)
      (𝓝 (coreCharge u (e R) R)) :=
    ((overlap_tendsto h (e R) R).comp he.tendsto).mono_left nhdsWithin_le_nhds
  -- the mean slope between `R` and `s` tends to the slope at the node
  have hc : Continuous (Function.uncurry fun (x : ℝ × ℝ) (t : ℝ) =>
      p x.1 (R + t * (x.2 - R))) :=
    h.cont_p.comp (by fun_prop :
      Continuous fun y : (ℝ × ℝ) × ℝ => (y.1.1, R + y.2 * (y.1.2 - R)))
  have hQc := intervalIntegral.continuous_parametric_intervalIntegral_of_continuous'
    (μ := MeasureTheory.volume) hc 0 1
  have hQ : Tendsto (fun s => ∫ t in (0 : ℝ)..1, p (e s) (R + t * (s - R))) (𝓝[≠] R)
      (𝓝 (p (e R) R)) := by
    have h1 := ((hQc.tendsto (e R, R)).comp
      (he.tendsto.prodMk_nhds tendsto_id)).mono_left (nhdsWithin_le_nhds (s := {R}ᶜ))
    simpa [Function.comp_def] using h1
  have hlim : Tendsto (fun s => -(p (e R) R * ∫ t in (0 : ℝ)..1, p (e s) (R + t * (s - R))) /
      (2 * overlap u (e R) (e s) R)) (𝓝[≠] R)
      (𝓝 (-(p (e R) R * p (e R) R) / (2 * coreCharge u (e R) R))) :=
    (hQ.const_mul (p (e R) R)).neg.div (hI.const_mul 2) (by positivity)
  rw [hasDerivAt_iff_tendsto_slope, sq, ← neg_div]
  refine hlim.congr' ?_
  filter_upwards [hI.eventually_ne hN.ne', self_mem_nhdsWithin,
    nhdsWithin_le_nhds hz, nhdsWithin_le_nhds (lt_mem_nhds hR)] with s hi hs hus hpos
  have hW := wronskian_eq h (e R) (e s) hR.le
  have hinc := radial_increment h (e s) hR hpos
  rw [slope_def_field, div_eq_div_iff (mul_ne_zero two_ne_zero hi) (sub_ne_zero.mpr hs)]
  linear_combination hW + p (e R) R * hinc - p (e R) R * hus + p (e s) R * h0

/-- Along a continuous curve of nodes over radii `[a, b]` with `a > 0`, whose solutions do not
vanish identically inside the node, the pole energy strictly decreases with the radius. -/
theorem pole_energy_strictAnti (h : RadialFamily V u p) {e : ℝ → ℝ} {a b : ℝ} (ha : 0 < a)
    (he : ContinuousOn e (Set.Icc a b)) (hz : ∀ R ∈ Set.Icc a b, u (e R) R = 0)
    (hne : ∀ R ∈ Set.Icc a b, ∃ r ∈ Set.Icc 0 R, u (e R) r ≠ 0) :
    StrictAntiOn e (Set.Icc a b) := by
  refine strictAntiOn_of_deriv_neg (convex_Icc a b) he fun R hR => ?_
  rw [interior_Icc] at hR
  have hn : Set.Icc a b ∈ 𝓝 R := Icc_mem_nhds hR.1 hR.2
  have hd := pole_energy_hasDerivAt h (ha.trans hR.1) (he.continuousAt hn)
    (by filter_upwards [hn] with s hs using hz s hs) (hne R ⟨hR.1.le, hR.2.le⟩)
  rw [hd.1.deriv]
  exact hd.2

/-- The waves `sin (√(2E) r)`, with the root read as zero for `E < 0`, form a radial family for
`V = 0`. At energy `π² / (2R²)` they have a node at `R > 0` and are nonzero at `R / 2`. -/
theorem freeWave_witness :
    RadialFamily (fun _ => 0) (fun E r => Real.sin (√(2 * E) * r))
      (fun E r => √(2 * E) * Real.cos (√(2 * E) * r)) ∧
    ∀ R : ℝ, 0 < R → ContinuousAt (fun s : ℝ => Real.pi ^ 2 / (2 * s ^ 2)) R ∧
      Real.sin (√(2 * (Real.pi ^ 2 / (2 * R ^ 2))) * R) = 0 ∧
      Real.sin (√(2 * (Real.pi ^ 2 / (2 * R ^ 2))) * (R / 2)) ≠ 0 := by
  have hs : Continuous fun x : ℝ × ℝ => √(2 * x.1) :=
    Real.continuous_sqrt.comp (continuous_const.mul continuous_fst)
  have hl : ∀ E r : ℝ, HasDerivAt (fun r => √(2 * E) * r) (√(2 * E)) r := fun E r =>
    ((hasDerivAt_id' r).const_mul (√(2 * E))).congr_deriv (by ring)
  refine ⟨⟨Real.continuous_sin.comp (hs.mul continuous_snd),
    hs.mul (Real.continuous_cos.comp (hs.mul continuous_snd)), fun E => by simp,
    fun E r _ => (hl E r).sin.congr_deriv (by ring), fun E r _ => ?_⟩, fun R hR => ?_⟩
  · have key : √(2 * E) * (-Real.sin (√(2 * E) * r) * √(2 * E)) =
        2 * (0 - E) * Real.sin (√(2 * E) * r) := by
      rcases le_total 0 E with hE | hE
      · have hk : √(2 * E) * √(2 * E) = 2 * E := Real.mul_self_sqrt (by linarith)
        linear_combination (-Real.sin (√(2 * E) * r)) * hk
      · have hk : √(2 * E) = 0 := Real.sqrt_eq_zero_of_nonpos (by linarith)
        simp [hk]
    exact ((hl E r).cos.const_mul (√(2 * E))).congr_deriv key
  · have hk : √(2 * (Real.pi ^ 2 / (2 * R ^ 2))) = Real.pi / R := by
      have hq : 2 * (Real.pi ^ 2 / (2 * R ^ 2)) = (Real.pi / R) ^ 2 := by field_simp
      rw [hq, Real.sqrt_sq (div_nonneg Real.pi_pos.le hR.le)]
    have h1 : Real.pi / R * R = Real.pi := div_mul_cancel₀ _ hR.ne'
    have h2 : Real.pi / R * (R / 2) = Real.pi / 2 := by linear_combination h1 / 2
    refine ⟨ContinuousAt.div continuousAt_const (by fun_prop) (by positivity), ?_, ?_⟩
    · rw [hk, h1, Real.sin_pi]
    · rw [hk, h2, Real.sin_pi_div_two]
      exact one_ne_zero

end

end PseudopotentialPoles
```

```lean
#print axioms PseudopotentialPoles.pole_energy_strictAnti
```

```
'PseudopotentialPoles.pole_energy_strictAnti' depends on axioms: [propext, Classical.choice, Quot.sound]
```

## Radial solutions and their nodes

In atomic units, `u E r` is the reduced radial function $u(E,r)$ at energy $E$ ($r$ times the radial part of the wavefunction), and `p E r` is its slope $p(E,r)=u'(E,r)$, where the prime denotes the $r$-derivative. The structure `RadialFamily V u p` requires $u$ and $p$ to be jointly continuous in energy and radius, $u(E,0)=0$, and

$$u''(E,r)=2\,(V(r)-E)\,u(E,r)\qquad (r>0).$$

Since the equation is imposed only away from the origin, $V$ may contain a Coulomb singularity and the centrifugal term of one angular-momentum channel. The normalisation of $u$ may vary with energy, provided that it does so continuously.

Two integrals appear throughout:

$$I(E,\varepsilon,R)=\int_0^R u(E,r)\,u(\varepsilon,r)\,dr,\qquad N(E,R)=\int_0^R u(E,r)^2\,dr.$$

They are `overlap` and `coreCharge`. The second is the charge inside $R$ for a normalised orbital. The quotient $p/u$ is `radialLogDeriv`; Lean assigns it the value zero at a node, so the pole is described by a limit over energies different from $E$, written `𝓝[≠] E`.

The central theorem, `pole_energy_hasDerivAt`, assumes that $e$ is continuous at $R>0$, that $u(e(s),s)=0$ for all $s$ near $R$, and that $u(e(R),\cdot)$ is nonzero somewhere on $[0,R]$. It concludes

$$e'(R)=-\frac{p(e(R),R)^2}{2N(e(R),R)}<0.$$

The ratio does not depend on the scale of $u$. With $u$ normalised to one inside $R$, the rate is $-p^2/2$.

Differentiability of $e$ is a conclusion, while the existence of the continuous curve is assumed. The nonvanishing condition excludes curves that carry no information: in the free-wave family of `freeWave_witness`, $u$ is identically zero for $E<0$, so even a rising curve of negative energies satisfies the node condition.

For a non-relativistic electron in a local, energy-independent radial potential, the formula gives, to first order in the change of radius, how far the poles shift when logarithmic derivatives are plotted at a slightly different radius. If an all-electron and a pseudo solution share a node, its slope and the charge inside it, their poles move at the same initial rate. Energy-dependent potentials and nonlocal projectors would need a different radial equation.

## The Wronskian measures the overlap

For two energies $E$ and $\varepsilon$, set

$$W(r)=p(E,r)u(\varepsilon,r)-u(E,r)p(\varepsilon,r).$$

The products of slopes cancel on differentiation, and so does the potential:

$$W'(r)=\bigl[2(V-E)-2(V-\varepsilon)\bigr]u(E,r)u(\varepsilon,r)=2(\varepsilon-E)\,u(E,r)u(\varepsilon,r).$$

Both solutions vanish at the origin, so $W(0)=0$. Integration gives

$$W(R)=2(\varepsilon-E)\,I(E,\varepsilon,R).$$

This is `wronskian_eq`. Its version of the fundamental theorem of calculus needs the derivative only on $(0,R)$, together with continuity on $[0,R]$, which is how a singular potential is accommodated.

As $\varepsilon\to E$, joint continuity gives $I(E,\varepsilon,R)\to N(E,R)$, which is `overlap_tendsto`. A continuous square that is nonzero somewhere on $[0,R]$ has a positive integral, so $N(E,R)>0$; this is `coreCharge_pos`.

## A node gives a simple pole

Suppose that $u(E,R)=0$ at some $R>0$ and that $u(E,\cdot)$ is nonzero somewhere on $[0,R]$, so that $N(E,R)>0$. If $p(E,R)$ also vanished, then $W(R)=0$ for every $\varepsilon$, and the overlap would be zero for every $\varepsilon\ne E$. That contradicts its positive limit. Hence $p(E,R)\ne0$, as `slope_ne_zero` states.

At the node the Wronskian identity becomes

$$p(E,R)\,u(\varepsilon,R)=2(\varepsilon-E)\,I(E,\varepsilon,R).$$

For $\varepsilon$ close to $E$ but different from it, the right side is nonzero, and therefore so is $u(\varepsilon,R)$. Dividing gives

$$(\varepsilon-E)\frac{p(\varepsilon,R)}{u(\varepsilon,R)}=\frac{p(E,R)\,p(\varepsilon,R)}{2I(E,\varepsilon,R)}\longrightarrow\frac{p(E,R)^2}{2N(E,R)}>0.$$

This is `logDeriv_residue`. In Lean, the limit of the right side is established first, and `congr'` transfers it to the left side, which agrees with it near $E$.

## Following the node to a nearby radius

Let $s$ be a positive radius near $R$. Integrating the slope along the segment from $R$ to $s$ gives

$$u(e(s),s)-u(e(s),R)=(s-R)\,Q(s),\qquad Q(s)=\int_0^1p\bigl(e(s),R+t(s-R)\bigr)\,dt.$$

The lemma `radial_increment` proves this, after checking that the whole segment stays at positive radii. Since $u(e(s),s)=0$, it follows that $u(e(s),R)=-(s-R)Q(s)$.

Now take the Wronskian identity with $E=e(R)$ and $\varepsilon=e(s)$. Because $u(e(R),R)=0$,

$$-p(e(R),R)\,(s-R)\,Q(s)=2\,(e(s)-e(R))\,I(e(R),e(s),R).$$

For $s\ne R$ sufficiently close to $R$, the overlap is nonzero, and

$$\frac{e(s)-e(R)}{s-R}=-\frac{p(e(R),R)\,Q(s)}{2I(e(R),e(s),R)}.$$

Continuity of $e$ and $p$ gives $Q(s)\to p(e(R),R)$, and the overlap tends to $N(e(R),R)$. The difference quotient therefore has the stated limit. In the Lean proof these two limits are `hQ` and `hI`, and the last `linear_combination` combines the Wronskian, the radial increment and the two node conditions into the quotient formula.

On an interval $[a,b]$ with $a>0$, `pole_energy_strictAnti` applies this result at each interior radius. A continuous function with negative derivative in the interior is strictly decreasing on the whole interval.

## A free wave with its node at two bohr

For $V=0$, `freeWave_witness` supplies the family $u(E,r)=\sin(\sqrt{2E}\,r)$ for $E\ge0$, extended by zero to $E<0$, and the curve $e(R)=\pi^2/(2R^2)$. It verifies the node at $R$ and a nonzero value at $R/2$.

At $R=2$, the energy is $\pi^2/8\approx1.234$ hartree and $u(r)=\sin(\pi r/2)$. The slope at the node is $-\pi/2$, and $\int_0^2\sin^2(\pi r/2)\,dr=1$. Hence

$$e'(2)=-\frac{\pi^2/4}{2}=-\frac{\pi^2}{8}\approx-1.234\ \text{hartree/bohr}.$$

Differentiating the curve directly gives $-\pi^2/R^3=-\pi^2/8$, the same value. For a step to $R=2.1$, the linear estimate is $1.110$ hartree, compared with $1.119$ from the curve itself.
